# Even-odd bath-size effect for a zero-energy impurity with symmetrically coupled level pairs

In a charge-transfer model of a core-level spectrum, a localised orbital hybridises with a band, and for a finite calculation the band is replaced by a few discrete bath levels. Suppose that the band is symmetric about the Fermi energy, which is taken as zero, and that the localised orbital, the impurity, sits exactly there. A symmetric choice of bath levels can then consist of pairs above and below zero, or of such pairs and one level at zero. Does the choice affect whether the whole system has an orbital at zero energy?

The problems below answer this for a single impurity orbital, without spin or electron-electron interaction. The attraction of a core hole, which would shift the impurity level away from zero, is also left out.

```lean
import Mathlib

open Matrix

namespace ImpurityBathParity

noncomputable section
```

## The model and its matrix

Let the bath levels have energies \(b_k\) and real couplings \(v_k\) to the impurity. Real couplings are no loss here, because a phase can be absorbed into the bath orbital. The one-particle matrix \(H\) has a zero in the impurity's diagonal entry, the \(b_k\) on the rest of the diagonal, the \(v_k\) in the impurity's row and column, and zeros elsewhere. In Lean the bath levels are the elements of a type `β`, and the matrix is indexed by `Option β`: `none` is the impurity and `some k` is bath level \(k\).

```lean
/-- One-particle matrix of an impurity at energy zero coupled by real amplitudes `v k` to
bath levels of energy `b k`; the index `none` is the impurity. -/
def starHamiltonian {β : Type*} [DecidableEq β] (b v : β → ℝ) :
    Matrix (Option β) (Option β) ℝ :=
  Matrix.of fun i j => match i, j with
    | none, none => 0
    | none, some k => v k
    | some k, none => v k
    | some j, some k => if j = k then b j else 0
```

A further level is adjoined by putting one more entry in front of a family of energies or couplings. The same function builds state vectors, whose first entry is then the impurity amplitude.

```lean
/-- Adjoins one further entry `a` to a family `f` of energies, couplings or amplitudes. -/
def addLevel {β : Type*} (a : ℝ) (f : β → ℝ) : Option β → ℝ :=
  fun i => i.elim a f
```

For a paired bath, pair \(k\) has energies \(e_k\) and \(-e_k\). The index type is `ι ⊕ ι`, with one copy of `ι` for each member of the pairs.

```lean
/-- Bath energies in pairs: `e k` and `-e k`. -/
def pairLevels {ι : Type*} (e : ι → ℝ) : ι ⊕ ι → ℝ :=
  Sum.elim e (fun k => -e k)
```

Both members of pair \(k\) have the same coupling \(V_k\). This expresses a hybridisation that is equally strong above and below the Fermi energy.

```lean
/-- Both members of pair `k` couple to the impurity by the same amplitude `V k`. -/
def pairCouplings {ι : Type*} (V : ι → ℝ) : ι ⊕ ι → ℝ :=
  Sum.elim V V
```

One vector gets a name of its own, \(z\). It has amplitude 1 on the impurity and \(-v_k/b_k\) on bath level \(k\), and it is not normalised.

```lean
/-- The state with amplitude `1` on the impurity and `-v k / b k` on bath level `k`,
for nonzero bath energies `b k`. -/
def zeroMode {β : Type*} (b v : β → ℝ) : Option β → ℝ :=
  addLevel 1 (fun k => -(v k / b k))
```

## (a) Amplitude equations at zero energy

Let \(x\) have impurity amplitude \(x_0\) and bath amplitudes \(x_k\). Show that

\[
Hx=0\iff \sum_k v_kx_k=0\ \text{ and }\ v_kx_0+b_kx_k=0\ \text{ for every } k .
\]

The impurity row of \(H\) contains 0 and the couplings, so \((Hx)_0=\sum_k v_kx_k\). The row of bath level \(k\) has only two entries that can be nonzero, \(v_k\) in the impurity column and \(b_k\) on the diagonal, so \((Hx)_k=v_kx_0+b_kx_k\). The vector \(Hx\) vanishes exactly when all its components do.

In the proof, `h0` and `h1` are these two row formulas. The lemma `Fintype.sum_option` splits each matrix-vector sum into its impurity term and its bath terms.

```lean
variable {β ι : Type*} [Fintype β] [DecidableEq β] [Fintype ι] [DecidableEq ι]

/-- A state has energy zero exactly when its amplitudes satisfy one equation for the impurity
and one for each bath level. -/
theorem zero_energy_iff (b v : β → ℝ) (x : Option β → ℝ) :
    starHamiltonian b v *ᵥ x = 0 ↔
      (∑ k, v k * x (some k) = 0) ∧ ∀ k, v k * x none + b k * x (some k) = 0 := by
  have h0 : (starHamiltonian b v *ᵥ x) none = ∑ k, v k * x (some k) := by
    simp [starHamiltonian, Matrix.mulVec, dotProduct, Fintype.sum_option]
  have h1 : ∀ k, (starHamiltonian b v *ᵥ x) (some k) = v k * x none + b k * x (some k) := by
    intro k
    simp [starHamiltonian, Matrix.mulVec, dotProduct, Fintype.sum_option]
  constructor
  · intro h
    exact ⟨h0.symm.trans (congrFun h none), fun k => (h1 k).symm.trans (congrFun h (some k))⟩
  · rintro ⟨p, q⟩
    funext i
    cases i with
    | none => exact h0.trans p
    | some k => exact (h1 k).trans (q k)
```

## (b) Eliminating a bath without zero levels

Let all \(b_k\neq0\). Show that

\[
Hx=0\iff x=x_0z\ \text{ and }\ x_0\sum_k\frac{v_k^2}{b_k}=0 .
\]

The bath equations of (a) can be solved for the bath amplitudes, \(x_k=-x_0v_k/b_k\), which says that \(x=x_0z\). The impurity equation then becomes

\[
0=\sum_k v_kx_k=-x_0\sum_k\frac{v_k^2}{b_k}.
\]

Conversely, if \(x=x_0z\), then \(v_kx_0+b_kx_k=v_kx_0-x_0v_k=0\), and the second condition gives the impurity equation.

A zero-energy state therefore exists only if the sum vanishes. Up to sign, the sum is the value at \(\omega=0\) of the hybridisation function \(\sum_k v_k^2/(\omega-b_k)\), through which the bath acts on the impurity.

In Lean, `hd` is the identity \(b_k(v_k/b_k)=v_k\), and `hsum` is the displayed elimination. The hypothesis `hb` is used twice: in the proof of `hd`, on which both directions rely, and in `mul_left_cancel₀`, which cancels the factor \(b_k\) when the bath equation is solved for \(x_k\).

```lean
/-- If no bath level lies at zero, a state has energy zero exactly when it is its impurity
amplitude times `zeroMode` and that amplitude times `∑ v k ^ 2 / b k` vanishes. -/
theorem zero_energy_iff_of_gapped (b v : β → ℝ) (hb : ∀ k, b k ≠ 0) (x : Option β → ℝ) :
    starHamiltonian b v *ᵥ x = 0 ↔
      x = x none • zeroMode b v ∧ x none * ∑ k, v k ^ 2 / b k = 0 := by
  have hd : ∀ k, b k * (v k / b k) = v k := by
    intro k
    have := hb k
    field_simp
  -- the impurity equation after elimination of the bath amplitudes
  have hsum : (∀ k, x (some k) = x none * -(v k / b k)) →
      ∑ k, v k * x (some k) = -(x none * ∑ k, v k ^ 2 / b k) := by
    intro hk
    rw [Finset.mul_sum, ← Finset.sum_neg_distrib]
    refine Finset.sum_congr rfl fun k _ => ?_
    rw [hk k]
    ring
  rw [zero_energy_iff]
  constructor
  · rintro ⟨h0, h1⟩
    have hk : ∀ k, x (some k) = x none * -(v k / b k) := by
      intro k
      apply mul_left_cancel₀ (hb k)
      linear_combination h1 k + x none * hd k
    refine ⟨?_, by linarith [hsum hk]⟩
    funext i
    cases i with
    | none => exact (mul_one (x none)).symm
    | some k => exact hk k
  · rintro ⟨hx, hs⟩
    have hk : ∀ k, x (some k) = x none * -(v k / b k) := fun k => congrFun hx (some k)
    refine ⟨by rw [hsum hk, hs, neg_zero], fun k => ?_⟩
    rw [hk k]
    linear_combination (-x none) * hd k
```

## (c) The zero mode of a paired bath

Take a bath of pairs with all \(e_k\neq0\). Show that

\[
Hx=0\iff x=c\,z\ \text{ for some real } c .
\]

The two members of each pair contribute with opposite signs to the sum in (b):

\[
\sum_k\left(\frac{V_k^2}{e_k}+\frac{V_k^2}{-e_k}\right)=0 .
\]

The second condition in (b) then holds for every \(x_0\), and only \(x=x_0z\) remains. Since \(z\) has impurity amplitude 1, the vector \(cz\) has impurity amplitude \(c\), so every multiple of \(z\) qualifies.

The zero-energy state is thus unique up to a factor. Its amplitudes are 1 on the impurity and \(\mp V_k/e_k\) on the levels at \(\pm e_k\). After normalisation, the weight on the impurity is

\[
\frac{1}{1+2\sum_k V_k^2/e_k^2}.
\]

Without any pairs this weight is 1, and the state is the bare impurity orbital.

The Lean hypothesis `he` asks only for \(e_k\neq0\), since the sign of \(e_k\) merely decides which member is named first. The cancellation is `hs`, and the rest is a rewriting of (b).

```lean
/-- For bath pairs at nonzero energies `e k` and `-e k` with equal couplings, the vectors that the
one-particle matrix sends to zero are exactly the multiples of `zeroMode`. -/
theorem paired_zero_energy_iff (e V : ι → ℝ) (he : ∀ k, e k ≠ 0)
    (x : Option (ι ⊕ ι) → ℝ) :
    starHamiltonian (pairLevels e) (pairCouplings V) *ᵥ x = 0 ↔
      ∃ c : ℝ, x = c • zeroMode (pairLevels e) (pairCouplings V) := by
  have hb : ∀ k, pairLevels e k ≠ 0 := by
    rintro (k | k)
    · exact he k
    · exact neg_ne_zero.mpr (he k)
  -- the two members of each pair cancel
  have hs : ∑ k, pairCouplings V k ^ 2 / pairLevels e k = 0 := by
    simp [Fintype.sum_sum_type, pairCouplings, pairLevels, div_neg]
  rw [zero_energy_iff_of_gapped _ _ hb, hs]
  constructor
  · rintro ⟨h, _⟩
    exact ⟨_, h⟩
  · rintro ⟨c, rfl⟩
    have hc : (c • zeroMode (pairLevels e) (pairCouplings V)) none = c := mul_one c
    exact ⟨by rw [hc], mul_zero _⟩
```

## (d) The determinant for a paired bath

Show that for a bath of pairs, with no condition on the \(e_k\),

\[
\det H=0 .
\]

It is enough to find a nonzero vector that \(H\) sends to zero. If all \(e_k\neq0\), the vector \(z\) from (c) is one. Otherwise some \(e_k=0\), and both members of that pair lie at zero energy. Give them the amplitudes \(1\) and \(-1\), or \(\pm1/\sqrt2\) when normalised, and set all other amplitudes to zero. The impurity equation reads \(V_k-V_k=0\), and the bath equations hold because the impurity amplitude and the energies of the two levels of the pair vanish.

The step from vectors to determinants is the Mathlib lemma `Matrix.exists_mulVec_eq_zero_iff`. It says that a square matrix has a nonzero vector in its kernel exactly when its determinant is zero. Used from right to left by `rw`, it replaces the goal about a determinant by an existence statement, so no determinant is ever expanded and the number of pairs plays no role. What remains to be supplied is a vector, a proof that it is nonzero, and a proof that the matrix annihilates it. The first proof reads off one nonzero component with `congrFun`, and the second comes from (a) or (c). In (e) the lemma also works in the other direction: a vanishing determinant yields a vector \(x\) to which the amplitude equations apply.

The case distinction is `by_cases he`, and the antisymmetric vector is written out with `addLevel` and `Sum.elim`.

```lean
/-- An impurity at energy zero coupled equally to both members of each bath pair `e k`, `-e k`
has a singular one-particle matrix. -/
theorem paired_det_eq_zero (e V : ι → ℝ) :
    (starHamiltonian (pairLevels e) (pairCouplings V)).det = 0 := by
  rw [← Matrix.exists_mulVec_eq_zero_iff]
  by_cases he : ∀ k, e k ≠ 0
  · refine ⟨zeroMode (pairLevels e) (pairCouplings V), fun h => ?_,
      (paired_zero_energy_iff e V he _).2 ⟨1, (one_smul ℝ _).symm⟩⟩
    exact one_ne_zero (α := ℝ) (congrFun h none)
  · -- a pair at energy zero has a decoupled antisymmetric combination
    push Not at he
    obtain ⟨k, hk⟩ := he
    refine ⟨addLevel 0 (Sum.elim (fun j => if j = k then 1 else 0)
      (fun j => -(if j = k then 1 else 0))), fun h => ?_, (zero_energy_iff _ _ _).2 ⟨?_, ?_⟩⟩
    · have h' := congrFun h (some (Sum.inl k))
      simp [addLevel] at h'
    · simp [addLevel, pairCouplings, Fintype.sum_sum_type]
    · rintro (j | j) <;> by_cases hj : j = k <;> simp [addLevel, pairLevels, hj, hk]
```

## (e) One more level, at zero energy

Return to a general bath with all \(b_k\neq0\), paired or not. Adjoin one bath level at energy zero with real coupling \(W\), and call the new matrix \(H_W\). Show that

\[
\det H_W\neq0\iff W\neq0 .
\]

Let \(y\) be the amplitude on the added level. The equations of (a) become

\[
Wy+\sum_k v_kx_k=0,\qquad Wx_0=0,\qquad v_kx_0+b_kx_k=0 .
\]

If \(W\neq0\), the second equation gives \(x_0=0\). The third then gives \(x_k=0\) for all \(k\), since \(b_k\neq0\), and the first reduces to \(Wy=0\), so \(y=0\). The kernel is trivial and the determinant is nonzero. If \(W=0\), the added level is decoupled, and the state with \(y=1\) and all other amplitudes zero lies in the kernel.

In Lean the impurity is `none`, the added level is `some none`, and the old bath levels are `some (some k)`. After `not_congr` the claim is that the determinant vanishes exactly when \(W=0\). The facts `xi`, `xb` and `xz` are the three vanishing amplitudes, in the order above.

```lean
/-- If no level of the original bath lies at zero, adding one zero-energy bath level with
coupling `W` gives a nonzero determinant exactly when `W` is nonzero. -/
theorem add_zero_level_det_ne_zero_iff (b v : β → ℝ) (hb : ∀ k, b k ≠ 0) (W : ℝ) :
    (starHamiltonian (addLevel 0 b) (addLevel W v)).det ≠ 0 ↔ W ≠ 0 := by
  refine not_congr ?_
  rw [← Matrix.exists_mulVec_eq_zero_iff]
  constructor
  · rintro ⟨x, hx, h⟩
    by_contra hW
    obtain ⟨h0, h1⟩ := (zero_energy_iff _ _ _).1 h
    -- the added level forces the impurity amplitude to vanish, then all others follow
    have a0 : W * x none + 0 * x (some none) = 0 := h1 none
    have xi : x none = 0 := by simpa [hW] using a0
    have xb : ∀ k, x (some (some k)) = 0 := by
      intro k
      have a : v k * x none + b k * x (some (some k)) = 0 := h1 (some k)
      simpa [xi, hb k] using a
    rw [Fintype.sum_option] at h0
    have a1 : W * x (some none) + ∑ k, v k * x (some (some k)) = 0 := h0
    have xz : x (some none) = 0 := by simpa [xb, hW] using a1
    apply hx
    funext i
    rcases i with _ | _ | k
    · exact xi
    · exact xz
    · exact xb k
  · intro hW
    refine ⟨addLevel 0 (addLevel 1 (fun _ => 0)), fun h => ?_,
      (zero_energy_iff _ _ _).2 ⟨?_, ?_⟩⟩
    · exact one_ne_zero (α := ℝ) (congrFun h (some none))
    · simp [addLevel, Fintype.sum_option, hW]
    · rintro (_ | k) <;> simp [addLevel]
```

## (f) The even-odd effect

Let \(H\) belong to a bath of pairs with all \(e_k\neq0\), and let \(H_W\) be the matrix after a zero-energy level with coupling \(W\) has been added. Show that

\[
H\ \text{is not invertible},\qquad H_W\ \text{is invertible}\iff W\neq0 .
\]

A real square matrix is invertible exactly when its determinant is nonzero. The first claim then follows from (d). The second follows from (e), whose hypothesis holds because neither \(e_k\) nor \(-e_k\) is zero.

With \(N\) pairs, the bath has \(2N\) levels in the first case and \(2N+1\) in the second. For this non-interacting finite model with its chemical potential at zero, the even bath gives a degenerate many-electron ground state, because filling the zero-energy orbital costs nothing, while the odd bath with \(W\neq0\) has no such orbital.

Invertibility is `IsUnit` in Lean, and `Matrix.isUnit_iff_isUnit_det` translates it into the condition on the determinant.

```lean
/-- Even-odd effect: with bath pairs at nonzero energies `e k`, `-e k` and equal couplings in
each pair, the one-particle matrix is not invertible; with one more bath level, at energy zero
and with coupling `W`, it is invertible exactly when `W` is nonzero. -/
theorem even_odd_bath_effect (e V : ι → ℝ) (he : ∀ k, e k ≠ 0) (W : ℝ) :
    ¬ IsUnit (starHamiltonian (pairLevels e) (pairCouplings V)) ∧
      (IsUnit (starHamiltonian (addLevel 0 (pairLevels e)) (addLevel W (pairCouplings V))) ↔
        W ≠ 0) := by
  have hb : ∀ k, pairLevels e k ≠ 0 := by
    rintro (k | k)
    · exact he k
    · exact neg_ne_zero.mpr (he k)
  constructor
  · rw [Matrix.isUnit_iff_isUnit_det, isUnit_iff_ne_zero]
    exact fun h => h (paired_det_eq_zero e V)
  · rw [Matrix.isUnit_iff_isUnit_det, isUnit_iff_ne_zero]
    exact add_zero_level_det_ne_zero_iff _ _ hb W
```

## (g) Two levels at zero energy

Adjoin two zero-energy levels, with couplings \(W\) and \(W'\), to any bath at all. Show that the resulting matrix \(H_{W,W'}\) satisfies

\[
\det H_{W,W'}=0 .
\]

Put amplitude \(p\) on the level with coupling \(W'\) and \(q\) on the level with coupling \(W\), and set all other amplitudes to zero. Every bath equation holds, and the impurity equation is \(W'p+Wq=0\). If \(W\neq0\), take \(p=W\) and \(q=-W'\), divided by \(\sqrt{W^2+W'^2}\) for a normalised state. If \(W=0\), take \(p=0\) and \(q=1\).

Since the original bath is arbitrary, it may itself contain zero-energy levels. Three levels at zero added to \(N\) pairs make an odd bath whose matrix is singular, so the effect in (f) belongs to the step from no zero-energy level to one, and the parity of the bath size alone does not decide the matter.

The `obtain` line provides \(p\) and \(q\) with the two cases above, and the remaining goals are the nonzero component, the impurity equation and the bath equations.

```lean
/-- Adding two zero-energy levels to any bath, with any couplings `W` and `W'`, gives a singular
one-particle matrix. -/
theorem two_zero_levels_det_eq_zero (b v : β → ℝ) (W W' : ℝ) :
    (starHamiltonian (addLevel 0 (addLevel 0 b)) (addLevel W' (addLevel W v))).det = 0 := by
  -- a combination of the two levels that decouples from the impurity
  obtain ⟨p, q, hpq, hne⟩ : ∃ p q : ℝ, W' * p + W * q = 0 ∧ (p ≠ 0 ∨ q ≠ 0) := by
    by_cases hW : W = 0
    · exact ⟨0, 1, by rw [hW]; ring, Or.inr one_ne_zero⟩
    · exact ⟨W, -W', by ring, Or.inl hW⟩
  rw [← Matrix.exists_mulVec_eq_zero_iff]
  refine ⟨addLevel 0 (addLevel p (addLevel q (fun _ => 0))), fun h => ?_,
    (zero_energy_iff _ _ _).2 ⟨?_, ?_⟩⟩
  · rcases hne with hp | hq
    · exact hp (congrFun h (some none))
    · exact hq (congrFun h (some (some none)))
  · simpa [addLevel, Fintype.sum_option] using hpq
  · rintro (_ | _ | k) <;> simp [addLevel]

end

end ImpurityBathParity
```

```lean
#print axioms ImpurityBathParity.even_odd_bath_effect
-- 'ImpurityBathParity.even_odd_bath_effect' depends on axioms: [propext, Classical.choice, Quot.sound]
#print axioms ImpurityBathParity.two_zero_levels_det_eq_zero
-- 'ImpurityBathParity.two_zero_levels_det_eq_zero' depends on axioms: [propext, Classical.choice, Quot.sound]
```
